# With kernel exp(−2πijk/4)/2, the Fourier transform on four sites does not have the eigenvalue i

The declaration `four_sites_no_I` concerns complex functions on a ring of four sites and the discrete Fourier transform with entries exp(−2πijk/4)/2. It states that if the transform of f equals i times f, then f is zero; f need not be normalised. The proof applies the transform twice, which reflects f through the origin and also multiplies it by i² = −1, so f is odd. Hence f vanishes at sites 0 and 2, and its value at site 3 is minus its value at site 1. The eigenvalue equation at site 1, with the matrix product written out as four terms, then forces that last value to be zero.

The failing Lean file:

```lean
import Mathlib

open Matrix Complex

namespace DiscreteFourierSpectrum

noncomputable section

/-- The discrete Fourier transform on a ring of `N` sites, with entries
`exp(-2πi jk/N)/√N`. -/
def dft (N : ℕ) [NeZero N] : Matrix (ZMod N) (ZMod N) ℂ :=
  Matrix.of fun j k =>
    Complex.exp (-(2 * Real.pi * I * j.val * k.val / N)) / (Real.sqrt N : ℂ)

/-- The parity permutation matrix, which exchanges the sites `j` and `-j`. -/
def parity (N : ℕ) : Matrix (ZMod N) (ZMod N) ℂ :=
  Matrix.of fun j k => if k = -j then 1 else 0

variable {N : ℕ} [NeZero N]

/-- The entries of the Fourier matrix are values of the standard character of the ring of
sites, divided by `√N`. -/
theorem dft_apply (j k : ZMod N) :
    dft N j k = ZMod.stdAddChar (-(j * k)) / (Real.sqrt N : ℂ) := by
  have h : -(j * k) = ((-((j.val : ℤ) * (k.val : ℤ)) : ℤ) : ZMod N) := by simp
  rw [h, ZMod.stdAddChar_coe]
  simp only [dft, Matrix.of_apply]
  congr 2
  push_cast
  ring

/-- Two successive Fourier transforms are the parity operation. -/
theorem dft_sq : dft N ^ 2 = parity N := by
  ext j l
  have hN : (Real.sqrt N : ℂ) * (Real.sqrt N : ℂ) = N := by
    rw [← Complex.ofReal_mul, Real.mul_self_sqrt (Nat.cast_nonneg N)]
    simp
  have hN0 : (N : ℂ) ≠ 0 := Nat.cast_ne_zero.mpr (NeZero.ne N)
  have hterm : ∀ k, dft N j k * dft N k l = ZMod.stdAddChar (k * (-(j + l))) / (N : ℂ) := by
    intro k
    rw [dft_apply, dft_apply, div_mul_div_comm, hN, ← AddChar.map_add_eq_mul]
    congr 2
    ring
  -- orthogonality of characters leaves only the site opposite to `j`
  rw [pow_two, Matrix.mul_apply, Finset.sum_congr rfl (fun k _ => hterm k), ← Finset.sum_div,
    AddChar.sum_mulShift _ (ZMod.isPrimitive_stdAddChar N), ZMod.card]
  by_cases h : l = -j
  · simp [parity, h, hN0]
  · have h' : -(j + l) ≠ 0 := fun h0 => h (by linear_combination -h0)
    simp only [if_neg h', parity, Matrix.of_apply, if_neg h]
    simp

/-- Transforming a lattice function twice gives the function reflected through the origin. -/
theorem dft_sq_mulVec (f : ZMod N → ℂ) : (dft N ^ 2) *ᵥ f = fun j => f (-j) := by
  ext j
  rw [dft_sq]
  simp [parity, Matrix.mulVec, dotProduct]

/-- On four sites, `i` is not an eigenvalue of the Fourier transform: only the zero function
satisfies the eigenvalue equation. -/
theorem four_sites_no_I (f : ZMod 4 → ℂ) (h : dft 4 *ᵥ f = I • f) : f = 0 := by
  -- a solution is odd, hence fixed by its value at site `1`
  have odd : ∀ j, f (-j) = -f j := by
    intro j
    have h2 : (dft 4 ^ 2) *ᵥ f = (I * I) • f := by
      rw [pow_two, ← Matrix.mulVec_mulVec, h, Matrix.mulVec_smul, h, smul_smul]
    rw [dft_sq_mulVec] at h2
    simpa using congrFun h2 j
  have f0 : f 0 = 0 := by
    have h0 := odd 0
    rw [neg_zero] at h0
    linear_combination h0 / 2
  have f2 : f 2 = 0 := by
    have h0 := odd 2
    rw [show (-2 : ZMod 4) = 2 by decide] at h0
    linear_combination h0 / 2
  have f3 : f 3 = -f 1 := by
    have h0 := odd 1
    rwa [show (-1 : ZMod 4) = 3 by decide] at h0
  have hψ : ZMod.stdAddChar (1 : ZMod 4) = I := by
    have h0 := ZMod.stdAddChar_coe (N := 4) 1
    rw [Int.cast_one] at h0
    rw [h0]
    calc _ = Complex.exp (Real.pi / 2 * I) := by
          congr 1
          push_cast
          ring
      _ = I := by
          rw [Complex.exp_mul_I, Complex.cos_pi_div_two, Complex.sin_pi_div_two]
          simp
  have hs : (Real.sqrt ((4 : ℕ) : ℝ) : ℂ) = 2 := by
    have h0 : Real.sqrt ((4 : ℕ) : ℝ) = 2 := by
      rw [show ((4 : ℕ) : ℝ) = 2 ^ 2 by norm_num]
      exact Real.sqrt_sq (by norm_num)
    rw [h0]
    norm_num
  have a : dft 4 1 1 = -I / 2 := by
    rw [dft_apply, hs, mul_one, AddChar.map_neg_eq_inv, hψ, Complex.inv_I]
  have b : dft 4 1 3 = I / 2 := by
    rw [dft_apply, hs, show (-(1 * 3) : ZMod 4) = 1 by decide, hψ]
  have hsum : (dft 4 *ᵥ f) 1 =
      dft 4 1 0 * f 0 + dft 4 1 1 * f 1 + dft 4 1 2 * f 2 + dft 4 1 3 * f 3 :=
    Fin.sum_univ_four _
  have h1 := congrFun h 1
  rw [hsum, f0, f2, f3, a, b, Pi.smul_apply, smul_eq_mul] at h1
  have h2 : I * f 1 = 0 := by linear_combination -h1 / 2
  have f1 : f 1 = 0 := (mul_eq_zero.mp h2).resolve_left Complex.I_ne_zero
  have hall : ∀ j : ZMod 4, j = 0 ∨ j = 1 ∨ j = 2 ∨ j = 3 := by decide
  funext j
  rcases hall j with rfl | rfl | rfl | rfl
  · exact f0
  · exact f1
  · exact f2
  · rw [f3, f1, neg_zero]
    rfl

end

end DiscreteFourierSpectrum
```

Messages:

```
Main.lean:103:4: error: Type mismatch
  Fin.sum_univ_four ?m.492
has type
  ∑ i, ?m.492 i = ?m.492 0 + ?m.492 1 + ?m.492 2 + ?m.492 3
but is expected to have type
  (dft 4 *ᵥ f) 1 = dft 4 1 0 * f 0 + dft 4 1 1 * f 1 + dft 4 1 2 * f 2 + dft 4 1 3 * f 3
```

The change, after which it compiles:

```diff
@@ -100,6 +100,10 @@
     rw [dft_apply, hs, show (-(1 * 3) : ZMod 4) = 1 by decide, hψ]
   have hsum : (dft 4 *ᵥ f) 1 =
-      dft 4 1 0 * f 0 + dft 4 1 1 * f 1 + dft 4 1 2 * f 2 + dft 4 1 3 * f 3 :=
-    Fin.sum_univ_four _
+      dft 4 1 0 * f 0 + dft 4 1 1 * f 1 + dft 4 1 2 * f 2 + dft 4 1 3 * f 3 := by
+    have hu : (Finset.univ : Finset (ZMod 4)) = {0, 1, 2, 3} := by decide
+    change ∑ k, dft 4 1 k * f k = _
+    rw [hu, Finset.sum_insert, Finset.sum_insert, Finset.sum_insert, Finset.sum_singleton]
+    · ring
+    all_goals decide
   have h1 := congrFun h 1
   rw [hsum, f0, f2, f3, a, b, Pi.smul_apply, smul_eq_mul] at h1
```

Diagnosis. The one error is at the four-term expansion `hsum`, which is a true identity. `Fin.sum_univ_four` expands a sum over `Fin 4`, but the goal's left side is the entry `(dft 4 *ᵥ f) 1`, a matrix-vector product indexed by `ZMod 4`. To accept the lemma as it stands, Lean had to unfold the product into a sum, match the sum over `ZMod 4` with one over `Fin 4`, and find the summand, which the message still shows as the unknown `?m.492`. It did not manage this; the message does not say which step stopped it.

The repair does without the `Fin` lemma. `change` displays the entry as a sum over `ZMod 4` with its summand explicit, and `hu` lists the four sites, checked by `decide`. Three uses of `Finset.sum_insert` and one of `Finset.sum_singleton` split the sum into its terms. `ring` then reconciles the bracketing, and the final `decide` proves the side conditions of `Finset.sum_insert`, that no inserted site is already in the remaining set.
